# Image-potential electron between hard walls: positive energy in gaps below 4 bohr, a negative-energy trial state in every gap above 8

Q: An electron at distance $z$ from a metal is attracted by its image charge, with potential energy $-1/(4z)$ in atomic units. Put it in a vacuum gap of thickness $L$, between a hard wall at the metal surface, $z=0$, and a second hard wall at $z=L$ that has no image charge of its own. Take the trial function $f(z)=z(L-z)$. Its kinetic term is $\frac12\int_0^L(L-2z)^2dz=L^3/6$ and its image term is $-\frac14\int_0^L z(L-z)^2dz=-L^4/48$. Confinement wins below $L=8$, attraction above. But that is one shape. What about all the others?

A: For $L<4$ they all have positive energy. Let $f$ be real and continuously differentiable on $[0,L]$, with $f(0)=f(L)=0$, and write

$$Q(f)=\int_0^L\Big(\frac{f'^2}{2}-\frac{f^2}{4z}\Big)dz,\qquad D=\int_0^L f'^2dz.$$

On a segment of length $\ell$ over which $f$ changes by $\Delta$,

$$0\le\int(\ell f'-\Delta)^2=\ell^2\!\int f'^2-2\ell\Delta^2+\ell\Delta^2,$$

so $\Delta^2\le\ell\int f'^2$. Starting from each wall in turn,

$$f(z)^2\le z\int_0^z f'^2,\qquad f(z)^2\le(L-z)\int_z^L f'^2.$$

Multiply the first by $L-z$, the second by $z$, and add: $L f(z)^2\le z(L-z)D$. For $z>0$, dividing by $4zL$ gives

$$\frac{f^2}{4z}\le\frac{(L-z)D}{4L},\qquad \int_0^L\frac{f^2}{4z}dz\le\frac{LD}{8}.$$

Hence $Q(f)\ge D/2-LD/8=\frac{4-L}{8}D$. If $f$ is nonzero somewhere, the bound on $f(z)^2$ forces $D>0$, so $Q(f)>0$ when $0<L<4$.

Q: I care about energy levels, not trial functions.

A: Suppose $-f''/2-f/(4z)=Ef$. Then

$$(ff')'=f'^2+ff''=2\Big(\frac{f'^2}{2}-\frac{f^2}{4z}\Big)-2Ef^2.$$

The left side integrates to zero because $f$ vanishes at both walls, so $Q(f)=E\int f^2$ and $E>0$. Zero energy is the vacuum level, the limit of $-1/(4z)$ far from the metal.

Q: Now the Lean version. What is a state there?

A: A pair of functions. The name `f'` denotes a separate function, and `IsTrial` ties it to `f` as its derivative, one-sided at the walls. The fields `left` and `right` are the hard-wall conditions.

```lean
import Mathlib

open MeasureTheory Set

namespace ImageStateVacuum

noncomputable section

/-- A real trial state in a vacuum gap of thickness `L`: `f` is continuously differentiable on
`[0, L]` with derivative `f'`, and vanishes at both walls. -/
structure IsTrial (L : ℝ) (f f' : ℝ → ℝ) : Prop where
  deriv : ∀ z ∈ Icc 0 L, HasDerivWithinAt f (f' z) (Icc 0 L) z
  cont : ContinuousOn f' (Icc 0 L)
  left : f 0 = 0
  right : f L = 0
```

Q: And the energy?

A: `slopeSq` is $D$, twice the kinetic energy. `energy` is $Q(f)$, in hartree once divided by $\int f^2$; states are not normalised, which leaves the sign unaffected.

```lean
/-- The integral of the squared slope over the gap, which is twice the kinetic energy. -/
def slopeSq (L : ℝ) (f' : ℝ → ℝ) : ℝ := ∫ z in (0 : ℝ)..L, f' z ^ 2

/-- Kinetic energy plus image-potential energy `-1/(4z)` in atomic units, for distances `z > 0`
from the metal; the single point `z = 0` does not affect the integral. -/
def energy (L : ℝ) (f f' : ℝ → ℝ) : ℝ :=
  ∫ z in (0 : ℝ)..L, (f' z ^ 2 / 2 - f z ^ 2 / (4 * z))
```

Q: Where does the proof begin?

A: With the segment inequality. `increment_sq_le` expands the integrated square, replaces $\int f'$ by the increment, and lets `nlinarith` remove the positive factor $\ell$.

```lean
/-- For a continuously differentiable function on a segment, the squared increment is at most
the length of the segment times the integral of the squared slope. -/
theorem increment_sq_le {a b : ℝ} {f f' : ℝ → ℝ} (hab : a < b)
    (hf : ContinuousOn f (Icc a b)) (hd : ∀ x ∈ Ioo a b, HasDerivAt f (f' x) x)
    (hc : ContinuousOn f' (Icc a b)) :
    (f b - f a) ^ 2 ≤ (b - a) * ∫ x in a..b, f' x ^ 2 := by
  have hi : IntervalIntegrable f' volume a b := hc.intervalIntegrable_of_Icc hab.le
  have hs : IntervalIntegrable (fun x => f' x ^ 2) volume a b :=
    (hc.pow 2).intervalIntegrable_of_Icc hab.le
  have hftc : ∫ x in a..b, f' x = f b - f a :=
    intervalIntegral.integral_eq_sub_of_hasDerivAt_of_le hab.le hf hd hi
  -- integrate the square of the deviation from the mean slope
  have h0 : 0 ≤ ∫ x in a..b, ((b - a) * f' x - (f b - f a)) ^ 2 :=
    intervalIntegral.integral_nonneg hab.le fun _ _ => sq_nonneg _
  have e : ∀ x, ((b - a) * f' x - (f b - f a)) ^ 2 =
      (b - a) ^ 2 * f' x ^ 2 - 2 * (b - a) * (f b - f a) * f' x + (f b - f a) ^ 2 :=
    fun x => by ring
  have h1 : IntervalIntegrable (fun x => (b - a) ^ 2 * f' x ^ 2 -
      2 * (b - a) * (f b - f a) * f' x) volume a b := (hs.const_mul _).sub (hi.const_mul _)
  simp only [e] at h0
  rw [intervalIntegral.integral_add h1 intervalIntegrable_const,
    intervalIntegral.integral_sub (hs.const_mul _) (hi.const_mul _),
    intervalIntegral.integral_const_mul, intervalIntegral.integral_const_mul, hftc,
    intervalIntegral.integral_const, smul_eq_mul] at h0
  by_contra h
  have h2 := mul_pos (sub_pos.2 hab) (sub_pos.2 (not_le.1 h))
  nlinarith
```

`density_le` applies it from both walls. The terms `wA` and `wB` are the two weighted inequalities, and `linarith` adds them. "Density" here means the unnormalised $f^2$.

```lean
/-- The two walls limit the density of a trial state at every point of the gap by its
integrated squared slope. -/
theorem density_le {L z : ℝ} {f f' : ℝ → ℝ} (h : IsTrial L f f') (hz : z ∈ Icc 0 L) :
    L * f z ^ 2 ≤ z * (L - z) * slopeSq L f' := by
  rcases eq_or_lt_of_le hz.1 with h0 | h0
  · simp [← h0, h.left]
  rcases eq_or_lt_of_le hz.2 with h1 | h1
  · simp [h1, h.right]
  have hf : ContinuousOn f (Icc 0 L) := fun x hx => (h.deriv x hx).continuousWithinAt
  have hd : ∀ x ∈ Ioo 0 L, HasDerivAt f (f' x) x := fun x hx =>
    (h.deriv x (Ioo_subset_Icc_self hx)).hasDerivAt (Icc_mem_nhds hx.1 hx.2)
  have sA : Icc 0 z ⊆ Icc 0 L := Icc_subset_Icc_right hz.2
  have sB : Icc z L ⊆ Icc 0 L := Icc_subset_Icc_left hz.1
  have hA := increment_sq_le h0 (hf.mono sA)
    (fun x hx => hd x ⟨hx.1, hx.2.trans h1⟩) (h.cont.mono sA)
  have hB := increment_sq_le h1 (hf.mono sB)
    (fun x hx => hd x ⟨h0.trans hx.1, hx.2⟩) (h.cont.mono sB)
  have hsum : (∫ x in (0 : ℝ)..z, f' x ^ 2) + ∫ x in z..L, f' x ^ 2 = slopeSq L f' :=
    intervalIntegral.integral_add_adjacent_intervals
      (((h.cont.mono sA).pow 2).intervalIntegrable_of_Icc hz.1)
      (((h.cont.mono sB).pow 2).intervalIntegrable_of_Icc hz.2)
  rw [h.left] at hA
  rw [h.right] at hB
  rw [← hsum]
  -- weight the two one-sided bounds by the distances to the opposite walls
  have wA := mul_le_mul_of_nonneg_left hA (sub_pos.2 h1).le
  have wB := mul_le_mul_of_nonneg_left hB h0.le
  linarith
```

Q: The potential diverges at the metal. Lean assigns zero to an integral that doesn't converge, so might your energy be meaningless?

A: That is excluded. `image_density_le` bounds the magnitude of the image term's integrand by a linear profile, and `image_integrable` uses this profile as a dominating function, through `mono_fun'`, to prove convergence.

```lean
/-- In a gap of positive thickness, the magnitude `f²/(4z)` of the image-energy density of a trial
state is bounded by a linear profile that vanishes at the outer wall. -/
theorem image_density_le {L z : ℝ} {f f' : ℝ → ℝ} (hL : 0 < L) (h : IsTrial L f f')
    (hz : z ∈ Icc 0 L) : f z ^ 2 / (4 * z) ≤ slopeSq L f' * (L - z) / (4 * L) := by
  have hD : 0 ≤ slopeSq L f' :=
    intervalIntegral.integral_nonneg hL.le fun _ _ => sq_nonneg _
  rcases eq_or_lt_of_le hz.1 with h0 | h0
  · rw [← h0, mul_zero, div_zero, sub_zero]
    positivity
  · rw [div_le_div_iff₀ (by positivity) (by positivity)]
    linarith [density_le h hz]

/-- The image energy of a trial state in a gap of positive thickness is a convergent integral. -/
theorem image_integrable {L : ℝ} {f f' : ℝ → ℝ} (hL : 0 < L) (h : IsTrial L f f') :
    IntervalIntegrable (fun z => f z ^ 2 / (4 * z)) volume 0 L := by
  have hf : ContinuousOn f (Ioc 0 L) := fun x hx =>
    ((h.deriv x (Ioc_subset_Icc_self hx)).continuousWithinAt).mono Ioc_subset_Icc_self
  have hc : ContinuousOn (fun z => f z ^ 2 / (4 * z)) (Ioc 0 L) :=
    (hf.pow 2).div (by fun_prop) fun z hz => (mul_pos four_pos hz.1).ne'
  have hg : IntervalIntegrable (fun z => slopeSq L f' * (L - z) / (4 * L)) volume 0 L :=
    Continuous.intervalIntegrable (by fun_prop) _ _
  refine hg.mono_fun' ?_ ?_
  · rw [uIoc_of_le hL.le]
    exact hc.aestronglyMeasurable measurableSet_Ioc
  · rw [uIoc_of_le hL.le]
    refine (ae_restrict_iff' measurableSet_Ioc).2 (Filter.Eventually.of_forall fun z hz => ?_)
    have hz0 : 0 < z := hz.1
    have hn : 0 ≤ f z ^ 2 / (4 * z) := by positivity
    simpa only [Real.norm_of_nonneg hn] using image_density_le hL h (Ioc_subset_Icc_self hz)
```

Integrating the profile gives $LD/8$, the step `hR` below. The lower bound holds for every $L>0$, but its coefficient is positive only for $L<4$.

```lean
/-- In a gap of thickness `L > 0`, the energy of a trial state is at least `(4 - L)/8` times its
integrated squared slope. -/
theorem energy_lower_bound {L : ℝ} {f f' : ℝ → ℝ} (hL : 0 < L) (h : IsTrial L f f') :
    (4 - L) / 8 * slopeSq L f' ≤ energy L f f' := by
  have hs : IntervalIntegrable (fun x => f' x ^ 2) volume 0 L :=
    (h.cont.pow 2).intervalIntegrable_of_Icc hL.le
  have hV := intervalIntegral.integral_mono_on hL.le (image_integrable hL h)
    (Continuous.intervalIntegrable (by fun_prop) _ _) fun z hz => image_density_le hL h hz
  have hR : ∫ z in (0 : ℝ)..L, slopeSq L f' * (L - z) / (4 * L) = slopeSq L f' * L / 8 := by
    rw [intervalIntegral.integral_div, intervalIntegral.integral_const_mul,
      intervalIntegral.integral_sub intervalIntegrable_const
        (Continuous.intervalIntegrable (by fun_prop) _ _),
      intervalIntegral.integral_const, integral_id, smul_eq_mul]
    field_simp
    ring
  rw [hR] at hV
  have hE : energy L f f' = slopeSq L f' / 2 - ∫ z in (0 : ℝ)..L, f z ^ 2 / (4 * z) := by
    unfold energy slopeSq
    rw [intervalIntegral.integral_sub (hs.div_const 2) (image_integrable hL h),
      intervalIntegral.integral_div]
  rw [hE]
  linarith
```

Q: How does "nonzero" enter?

A: As a point of the gap where `f z ≠ 0`. If $D$ were not positive, `density_le` would fail at that point.

```lean
/-- In a vacuum gap thinner than 4 bohr, every nonzero trial state has positive energy. -/
theorem thin_vacuum_energy_pos {L : ℝ} {f f' : ℝ → ℝ} (hL : 0 < L) (hL4 : L < 4)
    (h : IsTrial L f f') (hne : ∃ z ∈ Icc 0 L, f z ≠ 0) : 0 < energy L f f' := by
  obtain ⟨z, hz, hfz⟩ := hne
  have hD : 0 < slopeSq L f' := by
    by_contra hn
    have h1 : 0 < L * f z ^ 2 := by positivity
    have h2 := mul_nonpos_of_nonneg_of_nonpos
      (mul_nonneg hz.1 (sub_nonneg.2 hz.2)) (not_lt.1 hn)
    linarith [density_le h hz]
  exact (mul_pos (by linarith) hD).trans_le (energy_lower_bound hL h)
```

Q: And the Schrödinger equation?

A: It is the hypothesis `hS`, required only strictly between the walls, with `f''` the derivative of `f'` there. The theorem doesn't construct solutions; it says that any nonzero real one has $E>0$. The `linear_combination` line is the product-rule identity above, and `key` is its integral.

```lean
/-- In a vacuum gap thinner than 4 bohr, every nonzero real solution of the stationary
Schrödinger equation with the image potential and hard walls has energy `E` above the vacuum
level. -/
theorem thin_vacuum_level_pos {L E : ℝ} {f f' f'' : ℝ → ℝ} (hL : 0 < L) (hL4 : L < 4)
    (h : IsTrial L f f') (hne : ∃ z ∈ Icc 0 L, f z ≠ 0)
    (hd : ∀ z ∈ Ioo 0 L, HasDerivAt f' (f'' z) z)
    (hS : ∀ z ∈ Ioo 0 L, -(f'' z) / 2 - f z / (4 * z) = E * f z) : 0 < E := by
  have hf : ContinuousOn f (Icc 0 L) := fun x hx => (h.deriv x hx).continuousWithinAt
  have i1 : IntervalIntegrable (fun z => f' z ^ 2 / 2 - f z ^ 2 / (4 * z)) volume 0 L :=
    (((h.cont.pow 2).intervalIntegrable_of_Icc hL.le).div_const 2).sub (image_integrable hL h)
  have i2 : IntervalIntegrable (fun z => f z ^ 2) volume 0 L :=
    (hf.pow 2).intervalIntegrable_of_Icc hL.le
  -- the derivative of `f f'` is twice the energy density minus `2 E f²`
  have key := intervalIntegral.integral_eq_sub_of_hasDerivAt_of_le
    (f := fun z => f z * f' z)
    (f' := fun z => 2 * (f' z ^ 2 / 2 - f z ^ 2 / (4 * z)) - 2 * E * f z ^ 2)
    hL.le (hf.mul h.cont) (fun z hz => by
      have h1 := (h.deriv z (Ioo_subset_Icc_self hz)).hasDerivAt (Icc_mem_nhds hz.1 hz.2)
      refine (h1.fun_mul (hd z hz)).congr_deriv ?_
      linear_combination (-2 * f z) * hS z hz)
    ((i1.const_mul 2).sub (i2.const_mul (2 * E)))
  rw [intervalIntegral.integral_sub (i1.const_mul 2) (i2.const_mul (2 * E)),
    intervalIntegral.integral_const_mul, intervalIntegral.integral_const_mul,
    h.left, h.right] at key
  have hQ := thin_vacuum_energy_pos hL hL4 h hne
  unfold energy at hQ
  have hN : 0 ≤ ∫ z in (0 : ℝ)..L, f z ^ 2 :=
    intervalIntegral.integral_nonneg hL.le fun _ _ => sq_nonneg _
  by_contra hE
  have := mul_nonpos_of_nonpos_of_nonneg (not_lt.1 hE) hN
  linarith
```

Q: What is shown for thick gaps?

A: Your parabola returns. `parabola_energy` evaluates $Q$ with an explicit antiderivative, and the last theorem checks that the parabola is a trial state and that $L^3(8-L)/48<0$ for $L>8$. Normalised by $\int f^2=L^5/30$, its energy is $5/L^2-5/(8L)$, or $-0.0125$ hartree at $L=10$.

```lean
/-- The parabola `z (L - z)` has energy `L³/6 - L⁴/48`. -/
theorem parabola_energy (L : ℝ) :
    energy L (fun z => z * (L - z)) (fun z => L - 2 * z) = L ^ 3 / 6 - L ^ 4 / 48 := by
  have e : ∀ z : ℝ, (L - 2 * z) ^ 2 / 2 - (z * (L - z)) ^ 2 / (4 * z) =
      (L - 2 * z) ^ 2 / 2 - z * (L - z) ^ 2 / 4 := fun z => by
    rcases eq_or_ne z 0 with rfl | hz
    · simp
    · have : (z * (L - z)) ^ 2 / (4 * z) = z * (L - z) ^ 2 / 4 := by
        rw [div_eq_div_iff (by positivity) (by norm_num)]
        ring
      rw [this]
  unfold energy
  simp only [e]
  rw [intervalIntegral.integral_eq_sub_of_hasDerivAt
    (f := fun z => L ^ 2 / 2 * z + (-L - L ^ 2 / 8) * z ^ 2 + (2 / 3 + L / 6) * z ^ 3
      + (-1 / 16) * z ^ 4)
    (fun z _ => by
      refine (((((hasDerivAt_id' z).const_mul (L ^ 2 / 2)).fun_add
        ((hasDerivAt_pow 2 z).const_mul (-L - L ^ 2 / 8))).fun_add
        ((hasDerivAt_pow 3 z).const_mul (2 / 3 + L / 6))).fun_add
        ((hasDerivAt_pow 4 z).const_mul (-1 / 16))).congr_deriv ?_
      push_cast
      ring)
    (Continuous.intervalIntegrable (by fun_prop) _ _)]
  ring

/-- In a vacuum gap thicker than 8 bohr, some trial state has negative energy. -/
theorem thick_vacuum_energy_neg {L : ℝ} (hL : 8 < L) :
    ∃ f f' : ℝ → ℝ, IsTrial L f f' ∧ energy L f f' < 0 := by
  refine ⟨fun z => z * (L - z), fun z => L - 2 * z, ⟨fun z _ => ?_, ?_, ?_, ?_⟩, ?_⟩
  · refine HasDerivAt.hasDerivWithinAt ?_
    refine ((hasDerivAt_id' z).fun_mul ((hasDerivAt_id' z).const_sub L)).congr_deriv ?_
    ring
  · exact Continuous.continuousOn (by fun_prop)
  · simp
  · simp
  · rw [parabola_energy]
    have h3 : 0 < L ^ 3 := pow_pos (by linarith) 3
    have := mul_pos h3 (sub_pos.2 hL)
    linarith

end

end ImageStateVacuum
```

```lean
#print axioms ImageStateVacuum.thin_vacuum_level_pos
-- 'ImageStateVacuum.thin_vacuum_level_pos' depends on axioms: [propext, Classical.choice, Quot.sound]
#print axioms ImageStateVacuum.thick_vacuum_energy_neg
-- 'ImageStateVacuum.thick_vacuum_energy_neg' depends on axioms: [propext, Classical.choice, Quot.sound]
```

Q: So between 4 and 8 bohr?

A: The theorems leave the sign of the lowest level open there. For $L>8$ they supply a trial state of negative energy; concluding that a level lies below zero takes the variational principle, which is not part of the Lean development.

Q: Where would I meet this in a calculation?

A: Expand $f$ in the functions $\sqrt{2/L}\,\sin(n\pi z/L)$ with $n=1,\dots,N$ and diagonalise the matrix

$$H_{mn}=\frac{n^2\pi^2}{2L^2}\delta_{mn}-\frac{2}{L}\int_0^L\frac{\sin(m\pi z/L)\sin(n\pi z/L)}{4z}\,dz.$$

Each eigenvalue is $Q(f)$ for the normalised $f$ built from its eigenvector. At $L=3$ all $N$ eigenvalues are therefore positive, however large $N$ is. For slab calculations of image states, this shows within a one-electron, hard-wall model how too little vacuum can push every such state above the vacuum level.

Q: A real surface is not a hard wall.

A: That is the step the hypotheses leave to you: replacing the surface and its simulation cell by one coordinate between two impenetrable walls. In a real metal the wave function penetrates the surface, and the potential stays finite there. The vacuum of a periodic slab cell also has metal on both sides, while here only the surface at $z=0$ attracts the electron. The values 4 and 8 bohr are bounds within this model, not recommended vacuum thicknesses.

Q: Would another class of trial functions change them?

A: Square-integrable weak derivatives would admit the piecewise linear functions of a finite-element basis, whose slopes jump. The same estimate works for them, with the same 4, and the parabola still serves above 8. The Lean code would change: `IsTrial` would need a weak derivative in place of a continuous pointwise one, and `increment_sq_le` and the proofs that use the pointwise derivative or its continuity would have to be adapted.
